# In a monic Appell sequence with a three-term recurrence, neighbouring coefficients satisfy bₙ₊₂ = bₙ₊₁ and (n+1)cₙ₊₂ = (n+2)cₙ₊₁

The lemma `coefficients_step` concerns monic real polynomials pₙ of degree n on which the derivative acts as a lowering operator, pₙ₊₁′ = (n+1)pₙ, as it does on the monic Hermite polynomials of the harmonic oscillator. If they also obey pₙ₊₂ = (X − bₙ₊₁)pₙ₊₁ − cₙ₊₁pₙ for every natural number n, with real b and c, then bₙ₊₂ = bₙ₊₁ and (n+1)cₙ₊₂ = (n+2)cₙ₊₁. No Hamiltonian or inner product enters, and the polynomials are fixed by leading coefficient 1, not by a norm. The attempt differentiates the recurrence for pₙ₊₃, combines the result with the recurrence for pₙ₊₂ so that only pₙ₊₁ and pₙ remain, and reads off both equations from the linear independence of these two.

In Lean, a first try:

```lean
import Mathlib

open Polynomial

namespace AppellHermite

noncomputable section

/-- A sequence of monic real polynomials `p n` of degree `n` on which the derivative acts
as a lowering operator, `p (n+1)' = (n+1) p n`. -/
structure IsAppell (p : ℕ → ℝ[X]) : Prop where
  monic : ∀ n, (p n).Monic
  natDegree : ∀ n, (p n).natDegree = n
  lowering : ∀ n, derivative (p (n + 1)) = ((n : ℝ[X]) + 1) * p n

/-- The three-term recurrence `p (n+1) = (X - b n) p n - c n p (n-1)` for all `n ≥ 1`,
written with the index moved up by one. -/
def ThreeTerm (p : ℕ → ℝ[X]) (b c : ℕ → ℝ) : Prop :=
  ∀ n, p (n + 2) = (X - C (b (n + 1))) * p (n + 1) - C (c (n + 1)) * p n

/-- Two consecutive members of an Appell sequence are linearly independent. -/
theorem IsAppell.independent {p : ℕ → ℝ[X]} (hp : IsAppell p) (n : ℕ) (u v : ℝ)
    (h : C u * p (n + 1) + C v * p n = 0) : u = 0 ∧ v = 0 := by
  have lead : ∀ m, (p m).coeff m = 1 := fun m => by
    have h1 := (hp.monic m).coeff_natDegree
    rwa [hp.natDegree m] at h1
  have top : (p n).coeff (n + 1) = 0 :=
    coeff_eq_zero_of_natDegree_lt (by rw [hp.natDegree n]; omega)
  -- the coefficient of the highest power isolates `u`
  have hu : u = 0 := by
    have h1 := congrArg (fun q => coeff q (n + 1)) h
    simpa only [coeff_add, coeff_C_mul, lead, top, coeff_zero, mul_one, mul_zero,
      add_zero] using h1
  refine ⟨hu, ?_⟩
  have h2 := congrArg (fun q => coeff q n) h
  simpa only [hu, coeff_add, coeff_C_mul, lead, coeff_zero, mul_one, zero_mul,
    zero_add] using h2

/-- Compatibility of lowering and recurrence links neighbouring coefficients: the shifts agree and
`c (n+2)` is `(n+2)/(n+1)` times `c (n+1)`. -/
theorem coefficients_step {p : ℕ → ℝ[X]} {b c : ℕ → ℝ} (hp : IsAppell p)
    (hr : ThreeTerm p b c) (n : ℕ) :
    b (n + 2) = b (n + 1) ∧
      ((n : ℝ) + 1) * c (n + 2) = ((n : ℝ) + 1 + 1) * c (n + 1) := by
  have d3 : derivative (p (n + 3)) = (((n + 2 : ℕ) : ℝ[X]) + 1) * p (n + 2) :=
    hp.lowering (n + 2)
  have d2 : derivative (p (n + 2)) = (((n + 1 : ℕ) : ℝ[X]) + 1) * p (n + 1) :=
    hp.lowering (n + 1)
  have r3 : p (n + 3) = (X - C (b (n + 2))) * p (n + 2) - C (c (n + 2)) * p (n + 1) :=
    hr (n + 1)
  -- differentiate the recurrence
  rw [r3] at d3
  simp only [derivative_sub, derivative_mul, derivative_X, derivative_C, d2,
    hp.lowering n] at d3
  push_cast at d3
  -- subtract a multiple of the preceding recurrence
  have key : C (((n : ℝ) + 1 + 1) * (b (n + 2) - b (n + 1))) * p (n + 1)
      + C (((n : ℝ) + 1) * c (n + 2) - ((n : ℝ) + 1 + 1) * c (n + 1)) * p n = 0 := by
    simp only [map_add, map_sub, map_mul, map_natCast, map_one]
    linear_combination (-1 : ℝ[X]) * d3 + 2 * d3 - ((n : ℝ[X]) + 2) * hr n
  obtain ⟨hu, hv⟩ := hp.independent n _ _ key
  have hn : (n : ℝ) + 1 + 1 ≠ 0 := by positivity
  exact ⟨sub_eq_zero.mp ((mul_eq_zero.mp hu).resolve_left hn), sub_eq_zero.mp hv⟩

end

end AppellHermite
```

Messages:

```
Main.lean:60:4: error: ring failed, ring expressions not equal
p : ℕ → ℝ[X]
b c : ℕ → ℝ
hp : IsAppell p
hr : ThreeTerm p b c
n : ℕ
d2 : derivative (p (n + 2)) = (↑(n + 1) + 1) * p (n + 1)
r3 : p (n + 3) = (X - C (b (n + 2))) * p (n + 2) - C (c (n + 2)) * p (n + 1)
d3 :
  (1 - 0) * p (n + 2) + (X - C (b (n + 2))) * ((↑n + 1 + 1) * p (n + 1)) -
      (0 * p (n + 1) + C (c (n + 2)) * ((↑n + 1) * p n)) =
    (↑n + 2 + 1) * p (n + 2)
⊢ ↑n * C (b (n + 2)) * p (n + 1) * 2 - ↑n * p (n + 1) * X * 2 + ↑n * C (c (n + 2)) * p n * 2 + ↑n * p (n + 2) * 2 +
            C (b (n + 2)) * p (n + 1) * 4 -
          p (n + 1) * X * 4 +
        C (c (n + 2)) * p n * 2 +
      p (n + 2) * 4 =
    0
```

Cause. The error is in the proof of `key`, where `linear_combination` must show that the goal is the stated combination of hypotheses. It subtracts that combination from the goal and leaves `ring` to check that the difference vanishes identically.

The differentiated recurrence `d3` is needed with coefficient −1, so that its pₙ₊₂ terms cancel against those of `((n : ℝ[X]) + 2) * hr n`, which is subtracted. But the attempt writes `(-1 : ℝ[X]) * d3 + 2 * d3`, which adds up to +1 times `d3`. The sign is wrong, and the expression left after `⊢` is exactly −2 times the left side minus the right side of `d3`. That expression does equal zero by `d3`, but `ring` does not use hypotheses, and as a polynomial identity in its atoms the equation is false.

The diff deletes `+ 2 * d3`. The coefficient is then −1, the pₙ₊₂ and X terms cancel, and what remains is the left side of `key`.

This version goes through:

```diff
@@ -58,5 +58,5 @@
       + C (((n : ℝ) + 1) * c (n + 2) - ((n : ℝ) + 1 + 1) * c (n + 1)) * p n = 0 := by
     simp only [map_add, map_sub, map_mul, map_natCast, map_one]
-    linear_combination (-1 : ℝ[X]) * d3 + 2 * d3 - ((n : ℝ[X]) + 2) * hr n
+    linear_combination (-1 : ℝ[X]) * d3 - ((n : ℝ[X]) + 2) * hr n
   obtain ⟨hu, hv⟩ := hp.independent n _ _ key
   have hn : (n : ℝ) + 1 + 1 ≠ 0 := by positivity
```
